# Equal site magnetisations do not guarantee equal spin currents in a Kohn–Sham lattice model

Take one electron on two sites, with hopping matrix element +1 and a uniform field 2 along z that couples as B·S. The state with (up, down) amplitudes (1, 1)/2 on site 0 and (−1, 1)/2 on site 1 is an eigenvector with energy 0. Its spin on site 0 points along +x, so the field should make it precess, yet the state is stationary. What cancels the torque? And if I choose a Kohn–Sham field that reproduces the magnetisation of an interacting system, can I trust the spin currents?

## Hopping balances the field's torque

The hopping cancels it. On site 0 the spin is (1/4, 0, 0), the field's torque B×⟨S⟩ is (0, 1/2, 0), and hopping brings in (0, −1/2, 0). Site 1 has the opposite values. An interacting state without such a field has no torque to balance, so matching magnetisations does not in general match the currents.

Let T be the kinetic operator, S(a,k) component k = 0, 1, 2 (x, y, z) of the spin at site a, and B(a,k) the real-valued Kohn–Sham magnetic field there, with ħ = 1 and magnetic-moment factors absorbed into B. W is the interaction, together with any scalar potential acting on the interacting system, and v is the Kohn–Sham scalar potential. All these operators are Hermitian, and W and v commute with every S(a,k), as density-density interactions and spin-independent on-site potentials do. The spin inflow at site a is i⟨[T, S_a]⟩.

If Hψ = Eψ with H Hermitian, then for any operator A

⟨HA⟩ = E⟨A⟩ = ⟨AH⟩, so ⟨[H, A]⟩ = 0.

For H = T + W, the W commutator vanishes, leaving

i⟨[T, S_a]⟩ = 0.

For H = T + v + Σ_b B_b·S_b, v drops out, and so do the fields at other sites, because spins on different sites commute:

⟨[T, S(a,k)]⟩ = −Σ_j B(a,j) ⟨[S(a,j), S(a,k)]⟩.

For k = 0, use [S(a,1), S(a,0)] = −i S(a,2) and [S(a,2), S(a,0)] = i S(a,1):

i⟨[T, S(a,0)]⟩ = ⟨S(a,1)⟩B(a,2) − ⟨S(a,2)⟩B(a,1).

Cyclic permutation gives the other components, hence

i⟨[T, S_a]⟩ = ⟨S_a⟩ × B_a.

If the two states have equal magnetisation at site a, their inflows there agree exactly when ⟨S_a⟩ × B_a = 0. If T also commutes with the total spin, summing the inflows gives Σ_a ⟨S_a⟩ × B_a = 0.

A four-site ring, again with hopping matrix element +1, shows the mismatch for a single electron. `freeState` is an eigenvector of the hopping alone, `fieldState` of hopping plus a field 4 along z, both at energy 0. Their densities and magnetisations agree at every site. After normalisation, the spin at site 0 is (1/8, 0, 0) in both, but the inflows there are 0 and (0, −1/2, 0). The code's vectors have squared norm 8, hence its value (0, −4, 0).

In Lean 4 with Mathlib:

```lean
import Mathlib

open Matrix
open Complex (I)
open scoped Kronecker

namespace KohnShamSpinCurrent

noncomputable section

variable {ι n : Type*} [Fintype n]

/-- The expectation value `⟨ψ|A|ψ⟩`, linear in the operator `A`; the vector `ψ` is not
assumed to be normalised. -/
def expect (ψ : n → ℂ) : Matrix n n ℂ →ₗ[ℂ] ℂ where
  toFun A := star ψ ⬝ᵥ A *ᵥ ψ
  map_add' A B := by simp [Matrix.add_mulVec, dotProduct_add]
  map_smul' c A := by simp [Matrix.smul_mulVec, dotProduct_smul]

/-- Site spins: Hermitian operators that obey the angular-momentum relations on each site
and commute between different sites. -/
structure IsSiteSpin (S : ι → Fin 3 → Matrix n n ℂ) : Prop where
  hermitian : ∀ a k, (S a k).IsHermitian
  comm_xy : ∀ a, S a 0 * S a 1 - S a 1 * S a 0 = I • S a 2
  comm_yz : ∀ a, S a 1 * S a 2 - S a 2 * S a 1 = I • S a 0
  comm_zx : ∀ a, S a 2 * S a 0 - S a 0 * S a 2 = I • S a 1
  comm_sites : ∀ a b, a ≠ b → ∀ j k, S a j * S b k = S b k * S a j

/-- The magnetisation `⟨S_a⟩` at site `a`. -/
def magnetisation (S : ι → Fin 3 → Matrix n n ℂ) (ψ : n → ℂ) (a : ι) : Fin 3 → ℂ :=
  fun k => expect ψ (S a k)

/-- The spin inflow `i⟨[T, S_a]⟩` that the kinetic operator `T` brings to site `a`. -/
def spinInflow (T : Matrix n n ℂ) (S : ι → Fin 3 → Matrix n n ℂ) (ψ : n → ℂ) (a : ι) :
    Fin 3 → ℂ :=
  fun k => I * expect ψ (T * S a k - S a k * T)

/-- The coupling `∑_b B_b · S_b` of the site spins to a real magnetic field. -/
def zeeman [Fintype ι] (S : ι → Fin 3 → Matrix n n ℂ) (B : ι → Fin 3 → ℝ) : Matrix n n ℂ :=
  ∑ b, ∑ j, (B b j : ℂ) • S b j

/-- In an eigenvector of a Hermitian `H`, the commutator of `H` with any operator has
expectation value zero. -/
theorem expect_commutator_eq_zero {H A : Matrix n n ℂ} {ψ : n → ℂ} {E : ℝ}
    (hH : H.IsHermitian) (hψ : H *ᵥ ψ = (E : ℂ) • ψ) : expect ψ (H * A - A * H) = 0 := by
  -- the bra is a left eigenvector with the same real eigenvalue
  have hl : star ψ ᵥ* H = (E : ℂ) • star ψ := by
    have h := congrArg star hψ
    rw [Matrix.star_mulVec, hH.eq] at h
    rw [h]
    ext i
    simp
  have h1 : expect ψ (H * A) = E * expect ψ A := by
    change star ψ ⬝ᵥ (H * A) *ᵥ ψ = E * (star ψ ⬝ᵥ A *ᵥ ψ)
    rw [← Matrix.mulVec_mulVec, Matrix.dotProduct_mulVec (star ψ) H (A *ᵥ ψ), hl,
      smul_dotProduct, smul_eq_mul]
  have h2 : expect ψ (A * H) = E * expect ψ A := by
    change star ψ ⬝ᵥ (A * H) *ᵥ ψ = E * (star ψ ⬝ᵥ A *ᵥ ψ)
    rw [← Matrix.mulVec_mulVec, hψ, Matrix.mulVec_smul, dotProduct_smul, smul_eq_mul]
  rw [map_sub, h1, h2, sub_self]

/-- An eigenvector of `T + W` has zero spin inflow at every site, if `T` and `W` are Hermitian
and `W` commutes with the site spins. -/
theorem interacting_spinInflow {T W : Matrix n n ℂ} {S : ι → Fin 3 → Matrix n n ℂ}
    {ψ : n → ℂ} {E : ℝ} (hT : T.IsHermitian) (hW : W.IsHermitian)
    (hWS : ∀ a k, W * S a k = S a k * W) (hψ : (T + W) *ᵥ ψ = (E : ℂ) • ψ) (a : ι) :
    spinInflow T S ψ a = 0 := by
  funext k
  have h := expect_commutator_eq_zero (A := S a k) (hT.add hW) hψ
  have e : (T + W) * S a k - S a k * (T + W) = T * S a k - S a k * T := by
    rw [add_mul, mul_add, hWS a k]
    abel
  rw [e] at h
  simp only [spinInflow, h, mul_zero, Pi.zero_apply]

/-- Only the field at site `a` contributes to the commutator of the field coupling with the
spin at site `a`. -/
theorem zeeman_commutator [Fintype ι] {S : ι → Fin 3 → Matrix n n ℂ} (hS : IsSiteSpin S)
    (B : ι → Fin 3 → ℝ) (a : ι) (k : Fin 3) :
    zeeman S B * S a k - S a k * zeeman S B =
      ∑ j, (B a j : ℂ) • (S a j * S a k - S a k * S a j) := by
  simp only [zeeman, Finset.sum_mul, Finset.mul_sum, ← Finset.sum_sub_distrib,
    smul_mul_assoc, mul_smul_comm, ← smul_sub]
  refine Finset.sum_eq_single a (fun b _ hb => ?_) (fun h => absurd (Finset.mem_univ a) h)
  exact Finset.sum_eq_zero fun j _ => by
    rw [hS.comm_sites b a hb j k, sub_self, smul_zero]

/-- An eigenvector of `T + v + ∑_b B_b · S_b` has spin inflow `⟨S_a⟩ × B_a` at site `a`, for
site spins `S`, Hermitian `T` and `v`, and `v` commuting with the site spins. -/
theorem kohnSham_spinInflow [Fintype ι] {T v : Matrix n n ℂ} {S : ι → Fin 3 → Matrix n n ℂ}
    {B : ι → Fin 3 → ℝ} {ψ : n → ℂ} {E : ℝ} (hS : IsSiteSpin S) (hT : T.IsHermitian)
    (hv : v.IsHermitian) (hvS : ∀ a k, v * S a k = S a k * v)
    (hψ : (T + v + zeeman S B) *ᵥ ψ = (E : ℂ) • ψ) (a : ι) :
    spinInflow T S ψ a = magnetisation S ψ a ⨯₃ (fun j => (B a j : ℂ)) := by
  have hZ : (zeeman S B).IsHermitian := by
    have h : ∀ b j, (S b j)ᴴ = S b j := fun b j => (hS.hermitian b j).eq
    unfold Matrix.IsHermitian
    simp [zeeman, Matrix.conjTranspose_sum, Matrix.conjTranspose_smul, h]
  -- stationarity balances the kinetic inflow against the torque of the field
  have key : ∀ k, expect ψ (T * S a k - S a k * T) =
      -∑ j, (B a j : ℂ) * expect ψ (S a j * S a k - S a k * S a j) := by
    intro k
    have h := expect_commutator_eq_zero (A := S a k) ((hT.add hv).add hZ) hψ
    have e : (T + v + zeeman S B) * S a k - S a k * (T + v + zeeman S B) =
        (T * S a k - S a k * T) + (zeeman S B * S a k - S a k * zeeman S B) := by
      rw [add_mul, add_mul, mul_add, mul_add, hvS a k]
      abel
    rw [e, zeeman_commutator hS, map_add, map_sum] at h
    simp only [map_smul, smul_eq_mul] at h
    exact eq_neg_of_add_eq_zero_left h
  -- the spin algebra turns the commutators into a cross product
  have xy := congrArg (expect ψ) (hS.comm_xy a)
  have yz := congrArg (expect ψ) (hS.comm_yz a)
  have zx := congrArg (expect ψ) (hS.comm_zx a)
  simp only [map_sub, map_smul, smul_eq_mul] at xy yz zx
  rw [cross_apply]
  ext k
  fin_cases k
  · change I * expect ψ (T * S a 0 - S a 0 * T) =
      expect ψ (S a 1) * (B a 2 : ℂ) - expect ψ (S a 2) * (B a 1 : ℂ)
    rw [key, Fin.sum_univ_three]
    simp only [map_sub]
    linear_combination I * B a 1 * xy - I * B a 2 * zx +
      (B a 1 * expect ψ (S a 2) - B a 2 * expect ψ (S a 1)) * Complex.I_sq
  · change I * expect ψ (T * S a 1 - S a 1 * T) =
      expect ψ (S a 2) * (B a 0 : ℂ) - expect ψ (S a 0) * (B a 2 : ℂ)
    rw [key, Fin.sum_univ_three]
    simp only [map_sub]
    linear_combination I * B a 2 * yz - I * B a 0 * xy +
      (B a 2 * expect ψ (S a 0) - B a 0 * expect ψ (S a 2)) * Complex.I_sq
  · change I * expect ψ (T * S a 2 - S a 2 * T) =
      expect ψ (S a 0) * (B a 1 : ℂ) - expect ψ (S a 1) * (B a 0 : ℂ)
    rw [key, Fin.sum_univ_three]
    simp only [map_sub]
    linear_combination I * B a 0 * zx - I * B a 1 * yz +
      (B a 0 * expect ψ (S a 1) - B a 1 * expect ψ (S a 0)) * Complex.I_sq

/-- Let `φ` be an eigenvector of `T + W` and `ψ` one of `T + v + ∑_b B_b · S_b`, with `T`, `W`,
`v` Hermitian and `W`, `v` commuting with the site spins. If their magnetisations at site `a`
agree, their spin inflows there agree exactly when `⟨S_a⟩ × B_a = 0`. -/
theorem spinInflow_eq_iff [Fintype ι] {T W v : Matrix n n ℂ} {S : ι → Fin 3 → Matrix n n ℂ}
    {B : ι → Fin 3 → ℝ} {φ ψ : n → ℂ} {E ε : ℝ} (hS : IsSiteSpin S) (hT : T.IsHermitian)
    (hW : W.IsHermitian) (hv : v.IsHermitian) (hWS : ∀ a k, W * S a k = S a k * W)
    (hvS : ∀ a k, v * S a k = S a k * v) (hφ : (T + W) *ᵥ φ = (E : ℂ) • φ)
    (hψ : (T + v + zeeman S B) *ᵥ ψ = (ε : ℂ) • ψ) (a : ι)
    (hm : magnetisation S φ a = magnetisation S ψ a) :
    spinInflow T S φ a = spinInflow T S ψ a ↔
      magnetisation S φ a ⨯₃ (fun j => (B a j : ℂ)) = 0 := by
  rw [interacting_spinInflow hT hW hWS hφ, kohnSham_spinInflow hS hT hv hvS hψ, hm]
  exact eq_comm

/-- If `T` also commutes with the total spin, the torques `⟨S_a⟩ × B_a` in an eigenvector of
`T + v + ∑_b B_b · S_b` sum to zero, for Hermitian `T`, `v` and `v` commuting with the
site spins. -/
theorem total_torque_eq_zero [Fintype ι] {T v : Matrix n n ℂ}
    {S : ι → Fin 3 → Matrix n n ℂ} {B : ι → Fin 3 → ℝ} {ψ : n → ℂ} {E : ℝ}
    (hS : IsSiteSpin S) (hT : T.IsHermitian) (hv : v.IsHermitian)
    (hvS : ∀ a k, v * S a k = S a k * v) (hTS : ∀ k, T * ∑ a, S a k = (∑ a, S a k) * T)
    (hψ : (T + v + zeeman S B) *ᵥ ψ = (E : ℂ) • ψ) :
    ∑ a, magnetisation S ψ a ⨯₃ (fun j => (B a j : ℂ)) = 0 := by
  simp only [← kohnSham_spinInflow hS hT hv hvS hψ]
  funext k
  simp only [Finset.sum_apply, Pi.zero_apply, spinInflow]
  rw [← Finset.mul_sum, ← map_sum (expect ψ), Finset.sum_sub_distrib, ← Finset.mul_sum,
    ← Finset.sum_mul, hTS k, sub_self, map_zero, mul_zero]

/-- The spin-1/2 matrices, half the Pauli matrices. -/
def halfPauli : Fin 3 → Matrix (Fin 2) (Fin 2) ℂ :=
  ![!![0, 1/2; 1/2, 0], !![0, -I/2; I/2, 0], !![1/2, 0; 0, -1/2]]

/-- The spin at site `a` of one electron on a lattice: site projector times spin-1/2 matrix. -/
def electronSpin [DecidableEq ι] (a : ι) (k : Fin 3) : Matrix (ι × Fin 2) (ι × Fin 2) ℂ :=
  Matrix.single a a 1 ⊗ₖ halfPauli k

/-- The site spins of one electron on a finite lattice satisfy all the site-spin relations. -/
theorem electronSpin_witness [Fintype ι] [DecidableEq ι] :
    IsSiteSpin (electronSpin (ι := ι)) := by
  have hh : ∀ k, (halfPauli k)ᴴ = halfPauli k := by
    intro k
    ext i j
    fin_cases k <;> fin_cases i <;> fin_cases j <;> apply Complex.ext <;> simp [halfPauli]
  have xy : halfPauli 0 * halfPauli 1 = I • halfPauli 2 + halfPauli 1 * halfPauli 0 := by
    ext i j
    fin_cases i <;> fin_cases j <;> apply Complex.ext <;>
      simp [halfPauli, Matrix.mul_apply, Fin.sum_univ_two] <;> norm_num
  have yz : halfPauli 1 * halfPauli 2 = I • halfPauli 0 + halfPauli 2 * halfPauli 1 := by
    ext i j
    fin_cases i <;> fin_cases j <;> apply Complex.ext <;>
      simp [halfPauli, Matrix.mul_apply, Fin.sum_univ_two] <;> norm_num
  have zx : halfPauli 2 * halfPauli 0 = I • halfPauli 1 + halfPauli 0 * halfPauli 2 := by
    ext i j
    fin_cases i <;> fin_cases j <;> apply Complex.ext <;>
      simp [halfPauli, Matrix.mul_apply, Fin.sum_univ_two] <;> norm_num
  refine ⟨fun a k => ?_, fun a => ?_, fun a => ?_, fun a => ?_, fun a b hab j k => ?_⟩
  · rw [Matrix.IsHermitian, electronSpin, Matrix.conjTranspose_kronecker, hh]
    simp
  · simp only [electronSpin, ← Matrix.mul_kronecker_mul, Matrix.single_mul_single_same, mul_one]
    rw [xy, Matrix.kronecker_add, Matrix.kronecker_smul, add_sub_cancel_right]
  · simp only [electronSpin, ← Matrix.mul_kronecker_mul, Matrix.single_mul_single_same, mul_one]
    rw [yz, Matrix.kronecker_add, Matrix.kronecker_smul, add_sub_cancel_right]
  · simp only [electronSpin, ← Matrix.mul_kronecker_mul, Matrix.single_mul_single_same, mul_one]
    rw [zx, Matrix.kronecker_add, Matrix.kronecker_smul, add_sub_cancel_right]
  · simp [electronSpin, ← Matrix.mul_kronecker_mul, hab, hab.symm]

/-- An operator `Q` on the spin at site `a` acts on the spinor at that site and annihilates
the amplitudes elsewhere. -/
theorem site_mulVec [Fintype ι] [DecidableEq ι] (a : ι) (Q : Matrix (Fin 2) (Fin 2) ℂ)
    (ψ : ι × Fin 2 → ℂ) (i : ι) (s : Fin 2) :
    ((Matrix.single a a (1 : ℂ) ⊗ₖ Q) *ᵥ ψ) (i, s) =
      if i = a then ∑ t, Q s t * ψ (a, t) else 0 := by
  simp only [Matrix.mulVec, dotProduct, Fintype.sum_prod_type, Matrix.kroneckerMap_apply]
  rw [Finset.sum_eq_single a]
  · by_cases h : i = a
    · simp [h]
    · simp [h, Ne.symm h]
  · intro j _ hj
    simp [hj.symm]
  · simp

/-- The expectation value of a spin operator `Q` at site `a` is that of `Q` in the spinor at
that site. -/
theorem site_expect [Fintype ι] [DecidableEq ι] (a : ι) (Q : Matrix (Fin 2) (Fin 2) ℂ)
    (ψ : ι × Fin 2 → ℂ) :
    expect ψ (Matrix.single a a (1 : ℂ) ⊗ₖ Q) =
      ∑ s, star (ψ (a, s)) * ∑ t, Q s t * ψ (a, t) := by
  change ∑ p, star (ψ p) * ((Matrix.single a a (1 : ℂ) ⊗ₖ Q) *ᵥ ψ) p = _
  rw [Fintype.sum_prod_type]
  simp only [site_mulVec]
  rw [Finset.sum_eq_single a]
  · simp
  · intro j _ hj
    simp [hj]
  · simp

/-- The nearest-neighbour bonds of a ring of four sites. -/
def ringBonds : Matrix (Fin 4) (Fin 4) ℂ := !![0, 1, 0, 1; 1, 0, 1, 0; 0, 1, 0, 1; 1, 0, 1, 0]

/-- Spin-independent hopping of one electron on the four-site ring. -/
def ringHop : Matrix (Fin 4 × Fin 2) (Fin 4 × Fin 2) ℂ := ringBonds ⊗ₖ 1

/-- A state on the ring whose up and down amplitudes carry opposite lattice momenta. -/
def freeState : Fin 4 × Fin 2 → ℂ := fun p => !![1, 1; I, -I; -1, -1; -I, I] p.1 p.2

/-- A state on the ring with alternating up amplitudes and constant down amplitudes. -/
def fieldState : Fin 4 × Fin 2 → ℂ := fun p => !![1, 1; -1, 1; 1, 1; -1, 1] p.1 p.2

/-- A uniform field of strength 4 along `z`. -/
def ringField : Fin 4 → Fin 3 → ℝ := fun _ => ![0, 0, 4]

/-- On the four-site ring, `freeState` is a zero-energy eigenvector of the hopping and `fieldState`
one of the hopping plus field. They have the same density and magnetisation at every site, but spin
inflows `0` and `(0, -4, 0)` at site 0. Neither vector is normalised. -/
theorem equal_magnetisation_different_inflow :
    ringHop *ᵥ freeState = 0 ∧
    (ringHop + zeeman electronSpin ringField) *ᵥ fieldState = 0 ∧
    (∀ a, expect freeState (Matrix.single a a (1 : ℂ) ⊗ₖ (1 : Matrix (Fin 2) (Fin 2) ℂ)) =
      expect fieldState (Matrix.single a a (1 : ℂ) ⊗ₖ (1 : Matrix (Fin 2) (Fin 2) ℂ))) ∧
    (∀ a, magnetisation electronSpin freeState a = magnetisation electronSpin fieldState a) ∧
    spinInflow ringHop electronSpin freeState 0 = 0 ∧
    spinInflow ringHop electronSpin fieldState 0 = ![0, -4, 0] := by
  have hT : ringHop.IsHermitian := by
    have hC : ringBondsᴴ = ringBonds := by
      ext i j
      fin_cases i <;> fin_cases j <;> simp [ringBonds]
    rw [Matrix.IsHermitian, ringHop, Matrix.conjTranspose_kronecker, hC,
      Matrix.conjTranspose_one]
  have h1 : ringHop *ᵥ freeState = 0 := by
    ext ⟨x, s⟩
    fin_cases x <;> fin_cases s <;>
      simp [ringHop, ringBonds, freeState, Matrix.mulVec, dotProduct, Fintype.sum_prod_type,
        Fin.sum_univ_four, Fin.sum_univ_two]
  have hop : ringHop *ᵥ fieldState = fun p => !![-2, 2; 2, 2; -2, 2; 2, 2] p.1 p.2 := by
    ext ⟨x, s⟩
    fin_cases x <;> fin_cases s <;>
      simp [ringHop, ringBonds, fieldState, Matrix.mulVec, dotProduct, Fintype.sum_prod_type,
        Fin.sum_univ_four, Fin.sum_univ_two] <;> norm_num
  -- the field compensates the different hopping energies of the two spin components
  have h2 : (ringHop + zeeman electronSpin ringField) *ᵥ fieldState = 0 := by
    rw [Matrix.add_mulVec, hop]
    ext ⟨x, s⟩
    fin_cases x <;> fin_cases s <;>
      simp [zeeman, ringField, electronSpin, Fin.sum_univ_four, Fin.sum_univ_three,
        Matrix.add_mulVec, Matrix.smul_mulVec, site_mulVec, Fin.sum_univ_two, halfPauli,
        fieldState] <;> norm_num
  refine ⟨h1, h2, fun a => ?_, fun a => ?_, ?_, ?_⟩
  · rw [site_expect, site_expect]
    fin_cases a <;> simp [Fin.sum_univ_two, freeState, fieldState]
  · ext k
    simp only [magnetisation, electronSpin, site_expect, Fin.sum_univ_two]
    fin_cases a <;> fin_cases k <;> apply Complex.ext <;>
      simp [halfPauli, freeState, fieldState]
  · exact interacting_spinInflow (W := 0) (E := 0) hT Matrix.isHermitian_zero
      (by simp) (by simpa using h1) 0
  · rw [kohnSham_spinInflow (v := 0) (B := ringField) (E := 0) electronSpin_witness hT
      Matrix.isHermitian_zero (by simp) (by simpa using h2) 0, cross_apply]
    ext k
    simp only [magnetisation, electronSpin, site_expect, Fin.sum_univ_two]
    fin_cases k <;> apply Complex.ext <;>
      simp [halfPauli, fieldState, ringField] <;> norm_num

end

end KohnShamSpinCurrent
```

```lean
#print axioms KohnShamSpinCurrent.kohnSham_spinInflow
-- 'KohnShamSpinCurrent.kohnSham_spinInflow' depends on axioms: [propext, Classical.choice, Quot.sound]
#print axioms KohnShamSpinCurrent.spinInflow_eq_iff
-- 'KohnShamSpinCurrent.spinInflow_eq_iff' depends on axioms: [propext, Classical.choice, Quot.sound]
#print axioms KohnShamSpinCurrent.total_torque_eq_zero
-- 'KohnShamSpinCurrent.total_torque_eq_zero' depends on axioms: [propext, Classical.choice, Quot.sound]
#print axioms KohnShamSpinCurrent.equal_magnetisation_different_inflow
-- 'KohnShamSpinCurrent.equal_magnetisation_different_inflow' depends on axioms: [propext, Classical.choice, Quot.sound]
```

## What the statements assume

Operators are finite complex matrices, and `expect ψ A` is ⟨ψ|A|ψ⟩ without normalisation. `IsSiteSpin` contains the spin algebra, `zeeman` is the field coupling, and `⨯₃` is the cross product. `spinInflow_eq_iff` takes equal magnetisation as its hypothesis `hm`; whether a suitable Kohn–Sham field exists is left open. The eigenvectors need not be ground states, and those on the ring are not.

For spin-conserving hopping, the inflow is the net spin current into a site. Different inflows therefore mean different currents, but on a lattice with closed loops, such as the ring, equal inflows do not fix the current on each bond.

## Expectation values as a linear map

`expect_commutator_eq_zero` is the stationarity step, and `interacting_spinInflow` applies it to T + W. `zeeman_commutator` isolates the field at site a with `Finset.sum_eq_single`.

The cross product in `kohnSham_spinInflow` rests on the definition of `expect ψ` as a linear map. `congrArg (expect ψ)` turns each spin relation between matrices into an equation between complex numbers, and `map_sub` and `map_smul` split it up. The matrices do not commute, but their expectation values do, so `linear_combination` can finish each component by adding multiples of these equations and of i² = −1.

`spinInflow_eq_iff` compares the two inflows, and `total_torque_eq_zero` sums the Kohn–Sham inflows over all sites. For the ring, `electronSpin_witness` verifies the spin algebra, `site_mulVec` and `site_expect` reduce site operators to two-component spinors, and the last theorem evaluates the amplitudes.
